# The hydrogenic 1s-to-d Sternheimer equation for a nuclear quadrupole: its closed-form solution and the value 1/(3Z)

For a hydrogenic ion of nuclear charge Z > 0 with 1s radial function u₀ = 2 Z^(3/2) r exp(−Zr), the d-wave response to a nuclear quadrupole should be

u = (2/9) Z^(3/2) (3 + Zr) exp(−Zr),

and (2/5) ∫ u₀ u r² dr over r > 0 should equal 1/(3Z). I can check that u satisfies the radial equation, but what excludes other solutions? I would like a rigorous argument for both claims, checked by machine.

## One admissible response, with radial integral 5/(6Z)

Both claims hold, and u is the only solution for which r u(r) → 0 at the nucleus and at infinity. In atomic units the equation is

−u''/2 + (3/r² − Z/r + Z²/2) u = u₀/r³, r > 0.

Here 3/r² is the l = 2 centrifugal term, −Z²/2 is the 1s energy, and 1/r³ is the radial part of the quadrupole's electrostatic potential, taken as P₂(cos θ)/r³. The electron's energy in this potential is −P₂(cos θ)/r³, which gives the source its plus sign.

**Finding u.** Write c = Z^(3/2) and u = p exp(−Zr). The equation becomes

−p''/2 + Z p' + (3/r² − Z/r) p = 2c/r².

For p = a + br the left side is 3a/r² + (3b − Za)/r, so a = 2c/3 and b = 2cZ/9. This is the stated u.

**Excluding other solutions.** The difference w of two admissible solutions obeys w'' = (6/r² − 2Z/r + Z²) w. Let Q = w²/r + w w'. Then

Q' = (w' + w/r)² + [(Z − 1/r)² + 3/r²] w² ≥ 0,

((r w)²)' = 2r² Q.

Fix r. If Q(r) ≥ 0, then Q ≥ 0 from r outward, so (r w)² does not decrease there; since it tends to 0 at infinity, it is 0 at r. If Q(r) ≤ 0, then Q ≤ 0 from r inward, and the limit at the nucleus gives the same conclusion. Hence w = 0.

**The integral.** With ∫ rⁿ exp(−2Zr) dr = n!/(2Z)ⁿ⁺¹,

∫ u₀ u r² dr = (4/9) Z³ [3·6/(2Z)⁴ + Z·24/(2Z)⁵] = 5/(6Z),

and 2/5 of this is 1/(3Z).

**Numbers for Z = 2.** At r = 1, in units of c exp(−2), u = 10/9 and u'' = 24/9. The left side is −12/9 + 3·10/9 = 2, which matches the source. The integral is 5/12, and 2/5 of it is 1/6.

**The Lean statement.** `SolvesDChannel Z S u` says that u has first and second derivatives at every r > 0 and satisfies the equation with source S. `Admissible u` is the pair of limits of r u(r). It allows u(0⁺) = 2c/3 ≠ 0, which this source produces, while excluding the r⁻² behaviour of the homogeneous equation. The theorem `sternheimer_1s_to_d` takes any u with both properties and returns the formula and the integral; `nuclearResponse_solves` and `nuclearResponse_admissible` show that such a u exists.

The factor 2/5 is put in by hand. It stands for the angular average 1/5 of P₂², doubled because the first-order density contains the response twice. The separation into radial and angular parts is likewise taken as the starting point.

**The proof in Lean.** `solves_of_prefactor` removes the exponential, and `field_simp` and `ring` then check the polynomial identity. `homogeneous_eq_zero` is the argument with Q: `hmono` says that Q is nondecreasing, `hG` gives the slope of (r w)², and `rcases` splits on the sign of Q(r). `integral_two_terms` supplies the moments and their integrability, and `amplitude_sq` gives c² = Z³.

`external_field_route` computes a second radial integral. The response to an external quadrupole field, with source r² u₀, is

v = Z^(−1/2) (r³ + (2/3) Z r⁴) exp(−Zr).

`externalResponse_solves` checks its equation, and

∫ u₀ v/r³ dr = 2Z [1/(2Z)² + (2Z/3)·2/(2Z)³] = 5/(6Z),

so the factor 2/5 again gives 1/(3Z). The two integrals are evaluated separately, not linked by a general reciprocity theorem, and uniqueness is shown only for the nuclear source.

```lean
import Mathlib

open Filter Topology MeasureTheory Set

namespace SternheimerQuadrupole

noncomputable section

/-- The radial 1s function `u0 = 2 Z^(3/2) r exp(-Zr)` of a hydrogenic ion. -/
def groundState (Z r : ℝ) : ℝ := 2 * Z ^ (3 / 2 : ℝ) * r * Real.exp (-(Z * r))

/-- The closed-form d-wave response of the 1s orbital to a nuclear quadrupole. -/
def nuclearResponse (Z r : ℝ) : ℝ :=
  2 / 9 * Z ^ (3 / 2 : ℝ) * (3 + Z * r) * Real.exp (-(Z * r))

/-- The closed-form d-wave response of the 1s orbital to an external quadrupole field. -/
def externalResponse (Z r : ℝ) : ℝ :=
  Z ^ (3 / 2 : ℝ) / Z ^ 2 * (r ^ 3 + 2 / 3 * Z * r ^ 4) * Real.exp (-(Z * r))

/-- The d-channel Sternheimer equation `-u''/2 + (3/r² - Z/r + Z²/2) u = S` for `r > 0`. -/
def SolvesDChannel (Z : ℝ) (S u : ℝ → ℝ) : Prop :=
  ∃ u' u'' : ℝ → ℝ, ∀ r > 0, HasDerivAt u (u' r) r ∧ HasDerivAt u' (u'' r) r ∧
    -u'' r / 2 + (3 / r ^ 2 - Z / r + Z ^ 2 / 2) * u r = S r

/-- The boundary conditions: `r u(r)` vanishes at the nucleus and at infinity. -/
def Admissible (u : ℝ → ℝ) : Prop :=
  Tendsto (fun r => r * u r) (𝓝[>] 0) (𝓝 0) ∧ Tendsto (fun r => r * u r) atTop (𝓝 0)

/-- A function with nonnegative derivative on a convex set is nondecreasing there. -/
theorem monotoneOn_of_slope {f f' : ℝ → ℝ} {D : Set ℝ} (hD : Convex ℝ D)
    (h : ∀ x ∈ D, HasDerivAt f (f' x) x) (h0 : ∀ x ∈ D, 0 ≤ f' x) : MonotoneOn f D :=
  monotoneOn_of_deriv_nonneg hD (fun x hx => (h x hx).continuousAt.continuousWithinAt)
    (fun x hx => (h x (interior_subset hx)).differentiableAt.differentiableWithinAt)
    (fun x hx => by
      rw [(h x (interior_subset hx)).deriv]
      exact h0 x (interior_subset hx))

/-- Writing `u = p exp(-Zr)` reduces the Sternheimer equation to one for the prefactor `p`. -/
theorem solves_of_prefactor {Z : ℝ} {p p' p'' S : ℝ → ℝ}
    (hp : ∀ r, HasDerivAt p (p' r) r) (hp' : ∀ r, HasDerivAt p' (p'' r) r)
    (h : ∀ r > 0, (-p'' r / 2 + Z * p' r + (3 / r ^ 2 - Z / r) * p r)
      * Real.exp (-(Z * r)) = S r) :
    SolvesDChannel Z S (fun r => p r * Real.exp (-(Z * r))) := by
  have key : ∀ (q : ℝ → ℝ) (q' r : ℝ), HasDerivAt q q' r →
      HasDerivAt (fun x => q x * Real.exp (-(Z * x)))
        ((q' - Z * q r) * Real.exp (-(Z * r))) r := by
    intro q q' r hq
    have he : HasDerivAt (fun x => Real.exp (-(Z * x)))
        (Real.exp (-(Z * r)) * (-(Z * 1))) r :=
      (((hasDerivAt_id' r).const_mul Z).fun_neg).exp
    exact (hq.fun_mul he).congr_deriv (by ring)
  refine ⟨fun r => (p' r - Z * p r) * Real.exp (-(Z * r)),
    fun r => (p'' r - Z * p' r - Z * (p' r - Z * p r)) * Real.exp (-(Z * r)),
    fun r hr => ⟨key p _ r (hp r),
      key (fun x => p' x - Z * p x) _ r ((hp' r).fun_sub ((hp r).const_mul Z)), ?_⟩⟩
  linear_combination h r hr

/-- The nuclear response solves the Sternheimer equation with source `u0/r³`. -/
theorem nuclearResponse_solves (Z : ℝ) :
    SolvesDChannel Z (fun r => groundState Z r / r ^ 3) (nuclearResponse Z) := by
  refine solves_of_prefactor (p := fun x => 2 / 9 * Z ^ (3 / 2 : ℝ) * (3 + Z * x))
    (p' := fun _ => 2 / 9 * Z ^ (3 / 2 : ℝ) * Z) (p'' := fun _ => 0)
    (fun r => ((((hasDerivAt_id' r).const_mul Z).const_add 3).const_mul _).congr_deriv
      (by ring)) (fun r => hasDerivAt_const r _) fun r hr => ?_
  have hr0 : r ≠ 0 := ne_of_gt hr
  simp only [groundState]
  generalize Z ^ (3 / 2 : ℝ) = c
  generalize Real.exp (-(Z * r)) = E
  field_simp
  ring

/-- The external-field response solves the Sternheimer equation with source `r² u0`. -/
theorem externalResponse_solves {Z : ℝ} (hZ : 0 < Z) :
    SolvesDChannel Z (fun r => r ^ 2 * groundState Z r) (externalResponse Z) := by
  refine solves_of_prefactor
    (p := fun x => Z ^ (3 / 2 : ℝ) / Z ^ 2 * (x ^ 3 + 2 / 3 * Z * x ^ 4))
    (p' := fun x => Z ^ (3 / 2 : ℝ) / Z ^ 2 * (3 * x ^ 2 + 8 / 3 * Z * x ^ 3))
    (p'' := fun x => Z ^ (3 / 2 : ℝ) / Z ^ 2 * (6 * x + 8 * Z * x ^ 2))
    (fun r => (((hasDerivAt_pow 3 r).fun_add
      ((hasDerivAt_pow 4 r).const_mul (2 / 3 * Z))).const_mul _).congr_deriv
      (by simp only [Nat.cast_ofNat, Nat.reduceSub]; ring))
    (fun r => ((((hasDerivAt_pow 2 r).const_mul 3).fun_add
      ((hasDerivAt_pow 3 r).const_mul (8 / 3 * Z))).const_mul _).congr_deriv
      (by simp only [Nat.cast_ofNat, Nat.reduceSub]; ring)) fun r hr => ?_
  have hr0 : r ≠ 0 := ne_of_gt hr
  have hZ0 : Z ≠ 0 := hZ.ne'
  simp only [groundState]
  generalize Z ^ (3 / 2 : ℝ) = c
  generalize Real.exp (-(Z * r)) = E
  field_simp
  ring

/-- The nuclear response meets the boundary conditions at the nucleus and at infinity. -/
theorem nuclearResponse_admissible {Z : ℝ} (hZ : 0 < Z) : Admissible (nuclearResponse Z) := by
  constructor
  · have hc : Continuous (fun r => r * nuclearResponse Z r) := by
      unfold nuclearResponse
      fun_prop
    exact (hc.tendsto' 0 0 (by simp)).mono_left nhdsWithin_le_nhds
  · have t : Tendsto (fun r : ℝ => Z * r) atTop atTop := tendsto_id.const_mul_atTop hZ
    have k := (((Real.tendsto_pow_mul_exp_neg_atTop_nhds_zero 1).comp t).const_mul
      (2 / 3 * Z ^ (3 / 2 : ℝ) / Z)).add
      (((Real.tendsto_pow_mul_exp_neg_atTop_nhds_zero 2).comp t).const_mul
      (2 / 9 * Z ^ (3 / 2 : ℝ) / Z))
    simp only [mul_zero, add_zero] at k
    refine k.congr fun r => ?_
    have hZ0 : Z ≠ 0 := hZ.ne'
    simp only [Function.comp_apply, nuclearResponse]
    generalize Z ^ (3 / 2 : ℝ) = c
    generalize Real.exp (-(Z * r)) = E
    field_simp
    ring

/-- Without a source, the only admissible solution in the d channel is zero. -/
theorem homogeneous_eq_zero {Z : ℝ} {w : ℝ → ℝ} (hw : SolvesDChannel Z (fun _ => 0) w)
    (bw : Admissible w) : ∀ r > 0, w r = 0 := by
  obtain ⟨w1, w2, h⟩ := hw
  intro r hr
  -- this quantity has the sign of the slope of `(r w)²`, and it never decreases
  have hmono : MonotoneOn (fun x => w x * w x / x + w x * w1 x) (Ioi 0) := by
    refine monotoneOn_of_slope
      (f' := fun x => (w1 x + w x / x) ^ 2 + ((Z - 1 / x) ^ 2 + 3 / x ^ 2) * w x ^ 2)
      (convex_Ioi 0) (fun x hx => ?_) (fun x _ => ?_)
    · obtain ⟨h1, h2, h3⟩ := h x hx
      have hx0 : x ≠ 0 := ne_of_gt hx
      have e : w2 x = (6 / x ^ 2 - 2 * Z / x + Z ^ 2) * w x := by
        linear_combination (-2) * h3
      refine (((h1.fun_mul h1).fun_div (hasDerivAt_id' x) hx0).fun_add
        (h1.fun_mul h2)).congr_deriv ?_
      rw [e]
      field_simp
      ring
    · show 0 ≤ (w1 x + w x / x) ^ 2 + ((Z - 1 / x) ^ 2 + 3 / x ^ 2) * w x ^ 2
      positivity
  have hG : ∀ x > 0, HasDerivAt (fun x => x * w x * (x * w x))
      (2 * x ^ 2 * (w x * w x / x + w x * w1 x)) x := by
    intro x hx
    have hx0 : x ≠ 0 := ne_of_gt hx
    have k := (hasDerivAt_id' x).fun_mul (h x hx).1
    refine (k.fun_mul k).congr_deriv ?_
    field_simp
    ring
  have H : r * w r * (r * w r) ≤ 0 * 0 := by
    rcases le_total 0 (w r * w r / r + w r * w1 r) with hs | hs
    · -- `(r w)²` does not fall outward, yet vanishes at infinity
      have m := monotoneOn_of_slope (convex_Ici r)
        (fun x hx => hG x (lt_of_lt_of_le hr hx))
        (fun x hx => mul_nonneg (by positivity)
          (hs.trans (hmono hr (lt_of_lt_of_le hr hx) hx)))
      exact ge_of_tendsto (bw.2.mul bw.2)
        ((eventually_ge_atTop r).mono fun x hx => m self_mem_Ici hx hx)
    · -- `(r w)²` does not fall inward, yet vanishes at the nucleus
      have m := monotoneOn_of_slope (convex_Ioc 0 r)
        (fun x hx => (hG x hx.1).fun_neg)
        (fun x hx => neg_nonneg.2 (mul_nonpos_of_nonneg_of_nonpos (by positivity)
          ((hmono hx.1 hr hx.2).trans hs)))
      refine ge_of_tendsto (bw.1.mul bw.1) ?_
      filter_upwards [Ioc_mem_nhdsGT hr] with x hx
      exact neg_le_neg_iff.1 (m hx ⟨hr, le_rfl⟩ hx.2)
  rw [mul_zero] at H
  have hz : r * w r = 0 := mul_self_eq_zero.1 (le_antisymm H (mul_self_nonneg _))
  exact (mul_eq_zero.1 hz).resolve_left (ne_of_gt hr)

/-- Radial integral of a two-term polynomial against a decaying exponential. -/
theorem integral_two_terms {b : ℝ} (hb : 0 < b) (p q : ℝ) (n : ℕ) :
    ∫ r in Ioi (0 : ℝ), (p * r ^ n + q * r ^ (n + 1)) * Real.exp (-(b * r)) =
      p * ((1 / b) ^ (n + 1) * (n.factorial : ℝ)) +
      q * ((1 / b) ^ (n + 1 + 1) * ((n + 1).factorial : ℝ)) := by
  have mom : ∀ m : ℕ, ∫ r in Ioi (0 : ℝ), r ^ m * Real.exp (-(b * r)) =
      (1 / b) ^ (m + 1) * (m.factorial : ℝ) := by
    intro m
    have h := Real.integral_rpow_mul_exp_neg_mul_Ioi (a := (m : ℝ) + 1) (by positivity) hb
    have e := Real.rpow_natCast (1 / b) (m + 1)
    rw [Nat.cast_add_one] at e
    rw [Real.Gamma_nat_eq_factorial, e] at h
    simpa only [add_sub_cancel_right, Real.rpow_natCast] using h
  -- a nonzero integral certifies integrability
  have int : ∀ m : ℕ, Integrable (fun r : ℝ => r ^ m * Real.exp (-(b * r)))
      (volume.restrict (Ioi 0)) := by
    intro m
    by_contra hn
    have h0 := (mom m).symm.trans (integral_undef hn)
    have hpos : 0 < (1 / b) ^ (m + 1) * (m.factorial : ℝ) := by positivity
    exact hpos.ne' h0
  rw [← mom n, ← mom (n + 1), ← integral_const_mul, ← integral_const_mul,
    ← integral_add ((int n).const_mul p) ((int (n + 1)).const_mul q)]
  congr 1
  ext r
  ring

/-- The squared 1s amplitude factor is `Z³`. -/
theorem amplitude_sq {Z : ℝ} (hZ : 0 < Z) : Z ^ (3 / 2 : ℝ) * Z ^ (3 / 2 : ℝ) = Z ^ 3 := by
  rw [← Real.rpow_add hZ, show (3 / 2 : ℝ) + 3 / 2 = ((3 : ℕ) : ℝ) by norm_num,
    Real.rpow_natCast]

/-- Every admissible solution of the 1s to d Sternheimer equation with source `u0/r³` is
`(2/9) Z^(3/2) (3 + Zr) exp(-Zr)`, and `(2/5) ∫ u0 u r² dr = 1/(3Z)`. -/
theorem sternheimer_1s_to_d {Z : ℝ} (hZ : 0 < Z) {u : ℝ → ℝ}
    (hu : SolvesDChannel Z (fun r => groundState Z r / r ^ 3) u) (bu : Admissible u) :
    (∀ r > 0, u r = 2 / 9 * Z ^ (3 / 2 : ℝ) * (3 + Z * r) * Real.exp (-(Z * r))) ∧
    2 / 5 * ∫ r in Ioi (0 : ℝ), groundState Z r * u r * r ^ 2 = 1 / (3 * Z) := by
  -- the difference from the closed form solves the source-free equation
  have huniq : ∀ r > 0, u r = nuclearResponse Z r := by
    obtain ⟨u1, u2, h⟩ := hu
    obtain ⟨v1, v2, k⟩ := nuclearResponse_solves Z
    have bv := nuclearResponse_admissible hZ
    have hd : SolvesDChannel Z (fun _ => 0) (fun r => u r - nuclearResponse Z r) :=
      ⟨fun r => u1 r - v1 r, fun r => u2 r - v2 r, fun r hr =>
        ⟨(h r hr).1.fun_sub (k r hr).1, (h r hr).2.1.fun_sub (k r hr).2.1, by
          linear_combination (h r hr).2.2 - (k r hr).2.2⟩⟩
    have bd : Admissible (fun r => u r - nuclearResponse Z r) := by
      constructor
      · simpa only [mul_sub, sub_zero] using bu.1.sub bv.1
      · simpa only [mul_sub, sub_zero] using bu.2.sub bv.2
    exact fun r hr => sub_eq_zero.1 (homogeneous_eq_zero hd bd r hr)
  refine ⟨huniq, ?_⟩
  have key : ∫ r in Ioi (0 : ℝ), groundState Z r * u r * r ^ 2 =
      ∫ r in Ioi (0 : ℝ), (4 / 3 * Z ^ 3 * r ^ 3 + 4 / 9 * Z ^ 4 * r ^ (3 + 1)) *
        Real.exp (-(2 * Z * r)) := by
    refine setIntegral_congr_fun measurableSet_Ioi fun r hr => ?_
    show groundState Z r * u r * r ^ 2 = _
    have hE : Real.exp (-(Z * r)) * Real.exp (-(Z * r)) = Real.exp (-(2 * Z * r)) := by
      rw [← Real.exp_add]
      congr 1
      ring
    rw [huniq r hr]
    simp only [groundState, nuclearResponse]
    linear_combination (4 / 9 * r ^ 3 * (3 + Z * r) * Real.exp (-(Z * r)) ^ 2) *
      amplitude_sq hZ + (4 / 9 * r ^ 3 * (3 + Z * r) * Z ^ 3) * hE
  rw [key, integral_two_terms (by positivity)]
  simp only [show Nat.factorial 3 = 6 from rfl, show Nat.factorial (3 + 1) = 24 from rfl]
  push_cast
  field_simp
  ring

/-- The external-field response gives `(2/5) ∫ u0 v / r³ dr = 1/(3Z)`. -/
theorem external_field_route {Z : ℝ} (hZ : 0 < Z) :
    2 / 5 * ∫ r in Ioi (0 : ℝ), groundState Z r * externalResponse Z r / r ^ 3 =
      1 / (3 * Z) := by
  have hc : Z ^ (3 / 2 : ℝ) * (Z ^ (3 / 2 : ℝ) / Z ^ 2) = Z := by
    rw [← mul_div_assoc, amplitude_sq hZ, div_eq_iff (by positivity)]
    ring
  have key : ∫ r in Ioi (0 : ℝ), groundState Z r * externalResponse Z r / r ^ 3 =
      ∫ r in Ioi (0 : ℝ), (2 * Z * r ^ 1 + 4 / 3 * Z ^ 2 * r ^ (1 + 1)) *
        Real.exp (-(2 * Z * r)) := by
    refine setIntegral_congr_fun measurableSet_Ioi fun r hr => ?_
    show groundState Z r * externalResponse Z r / r ^ 3 = _
    have hE : Real.exp (-(Z * r)) * Real.exp (-(Z * r)) = Real.exp (-(2 * Z * r)) := by
      rw [← Real.exp_add]
      congr 1
      ring
    rw [div_eq_iff (pow_ne_zero 3 (ne_of_gt hr))]
    simp only [groundState, externalResponse]
    linear_combination (2 * r * (r ^ 3 + 2 / 3 * Z * r ^ 4) * Real.exp (-(Z * r)) ^ 2) * hc +
      (2 * r * (r ^ 3 + 2 / 3 * Z * r ^ 4) * Z) * hE
  rw [key, integral_two_terms (by positivity)]
  simp only [show Nat.factorial 1 = 1 from rfl, show Nat.factorial (1 + 1) = 2 from rfl]
  push_cast
  field_simp
  ring

end

end SternheimerQuadrupole
```

```lean
#print axioms SternheimerQuadrupole.externalResponse_solves
#print axioms SternheimerQuadrupole.sternheimer_1s_to_d
#print axioms SternheimerQuadrupole.external_field_route
```

```
'SternheimerQuadrupole.externalResponse_solves' depends on axioms: [propext, Classical.choice, Quot.sound]
'SternheimerQuadrupole.sternheimer_1s_to_d' depends on axioms: [propext, Classical.choice, Quot.sound]
'SternheimerQuadrupole.external_field_route' depends on axioms: [propext, Classical.choice, Quot.sound]
```

For a single non-interacting 1s electron, 1/(3Z) is the size of the 1s-to-d contribution to quadrupole shielding, which enters the electric field gradients seen in NMR. It can serve as an exact test value for a numerical radial Sternheimer solver in this hydrogenic case.
